**In a fixed finite basis, the lowest interaction energy per electron pair that a real determinant can have does not fall when an electron is added**

Q: We want to know how the lowest possible interaction energy per pair changes when an electron joins N others in the same basis. What stands for the N-electron state?

A: A density matrix D instead of a determinant. The index type `ι` labels n orthonormal real spin orbitals, called basis functions in the docstrings, and g holds the integrals (pq|rs).

```lean
import Mathlib

open Matrix

namespace MeanPairEnergy

noncomputable section

variable {ι : Type*} [Fintype ι]

/-- The Coulomb matrix `J(D)`, with entries `∑ (pq|rs) D_rs`. -/
def coulomb (g : ι → ι → ι → ι → ℝ) (D : Matrix ι ι ℝ) : Matrix ι ι ℝ :=
  Matrix.of fun p q => ∑ r, ∑ s, g p q r s * D r s

/-- The exchange matrix `K(D)`, with entries `∑ (pr|qs) D_rs`. -/
def exchange (g : ι → ι → ι → ι → ℝ) (D : Matrix ι ι ℝ) : Matrix ι ι ℝ :=
  Matrix.of fun p q => ∑ r, ∑ s, g p r q s * D r s

/-- The Hartree-Fock interaction energy `tr(D(J(D) - K(D)))/2`. -/
def energy (g : ι → ι → ι → ι → ℝ) (D : Matrix ι ι ℝ) : ℝ :=
  (D * (coulomb g D - exchange g D)).trace / 2
```

Q: Your g has no symmetry.

A: None is needed, so real integrals with the eightfold symmetry are a special case. For those, `exchange` agrees with the textbook exchange matrix.

```lean
/-- `D` is a density matrix of `N` electrons: symmetric, idempotent and of trace `N`. -/
def IsDensity (D : Matrix ι ι ℝ) (N : ℕ) : Prop :=
  Dᵀ = D ∧ D * D = D ∧ D.trace = N
```

A: A real symmetric idempotent D of trace N projects onto N orthonormal occupied orbitals, which is a single determinant. Occupations are 0 or 1, not the 2 of closed-shell codes. Complex orbitals and fractional occupations are excluded.

```lean
/-- The lowest interaction energy of a real `N`-electron determinant, for `N` up to the number of
basis functions. -/
def minEnergy (g : ι → ι → ι → ι → ℝ) (N : ℕ) : ℝ :=
  sInf (energy g '' {D | IsDensity D N})
```

Q: Is this m_N the interaction energy of the Hartree-Fock ground state?

A: No. The ground state minimises the total energy, including kinetic energy and nuclear attraction; m_N minimises the interaction alone. It is therefore a lower bound on the interaction energy of any real N-electron determinant in this finite basis. The inequality below compares these minima, not the interaction energies of ground states.

Q: Then derive the inequality by hand.

A: Write F(X) = J(X) − K(X), which is linear in X, and E(X) = tr(X F(X))/2. In Lean, F is `meanField`; the name covers only the two-electron part of the Fock matrix.

```lean
/-- The mean field `J(D) - K(D)` as a linear map of the density matrix. -/
def meanField (g : ι → ι → ι → ι → ℝ) : Matrix ι ι ℝ →ₗ[ℝ] Matrix ι ι ℝ where
  toFun D := coulomb g D - exchange g D
  map_add' A B := by
    ext p q
    simp only [coulomb, exchange, Matrix.sub_apply, Matrix.add_apply, Matrix.of_apply,
      mul_add, Finset.sum_add_distrib]
    ring
  map_smul' c A := by
    ext p q
    simp only [coulomb, exchange, Matrix.sub_apply, Matrix.smul_apply, Matrix.of_apply,
      smul_eq_mul, RingHom.id_apply, mul_sub, Finset.mul_sum]
    congr 1 <;>
      exact Finset.sum_congr rfl fun r _ => Finset.sum_congr rfl fun s _ => by ring
```

A: Take a normalised orbital v with projector P = v vᵀ. Then

2E(P) = Σ v_p v_q v_r v_s [(pq|rs) − (pr|qs)] = 0,

because swapping the labels q and r turns one sum into the other. `Finset.sum_comm` performs the swap.

```lean
/-- An electron does not interact with itself: the interaction energy of a single orbital vanishes.
-/
theorem energy_orbital (g : ι → ι → ι → ι → ℝ) (v : ι → ℝ) :
    energy g (vecMulVec v v) = 0 := by
  -- exchanging two summation labels turns the Coulomb sum into the exchange sum
  have h : ∑ p, ∑ q, ∑ r, ∑ s, v p * v q * (g q p r s * (v r * v s)) =
      ∑ p, ∑ q, ∑ r, ∑ s, v p * v q * (g q r p s * (v r * v s)) := by
    refine Finset.sum_comm.trans (Eq.trans ?_ Finset.sum_comm)
    refine Finset.sum_congr rfl fun q _ => Finset.sum_comm.trans ?_
    exact Finset.sum_congr rfl fun p _ => Finset.sum_congr rfl fun r _ =>
      Finset.sum_congr rfl fun s _ => by ring
  simp only [energy, Matrix.trace, Matrix.diag_apply, Matrix.mul_apply, Matrix.sub_apply,
    coulomb, exchange, Matrix.of_apply, vecMulVec_apply, mul_sub, Finset.mul_sum,
    Finset.sum_sub_distrib]
  rw [h, sub_self, zero_div]
```

A: Expanding by linearity and using E(P) = 0 gives

E(D − P) = E(D) − tr(D F(P))/2 − tr(P F(D))/2.

```lean
/-- Subtracting `P = v vᵀ` from `D` changes the interaction energy by
`-tr(D F(P))/2 - tr(P F(D))/2`, where `F` is `meanField g`. -/
theorem energy_remove (g : ι → ι → ι → ι → ℝ) (D : Matrix ι ι ℝ) (v : ι → ℝ) :
    energy g (D - vecMulVec v v) = energy g D - (D * meanField g (vecMulVec v v)).trace / 2
      - (vecMulVec v v * meanField g D).trace / 2 := by
  have hE : ∀ X, energy g X = (X * meanField g X).trace / 2 := fun _ => rfl
  have h0 := energy_orbital g v
  rw [hE] at h0
  simp only [hE, map_sub, sub_mul, mul_sub, Matrix.trace_sub]
  linear_combination h0
```

Q: Is D − P still an admissible state?

A: Yes, if v is occupied, meaning Dv = v. Then DP = PD = P and P² = P, so

(D − P)² = D − P − P + P = D − P,

and the trace drops by one. The next two lemmas carry this out.

```lean
/-- A matrix that leaves an orbital unchanged leaves its projector unchanged. -/
theorem mul_projector {A : Matrix ι ι ℝ} {v : ι → ℝ} (h : A *ᵥ v = v) :
    A * vecMulVec v v = vecMulVec v v := by
  ext i j
  have hi : ∑ k, A i k * v k = v i := congrFun h i
  rw [Matrix.mul_apply, vecMulVec_apply, ← hi, Finset.sum_mul]
  exact Finset.sum_congr rfl fun k _ => by rw [vecMulVec_apply]; ring

/-- Removing a normalized occupied orbital from a density of `N + 1` electrons leaves a density
of `N` electrons. -/
theorem remove_orbital {D : Matrix ι ι ℝ} {N : ℕ} {v : ι → ℝ} (hD : IsDensity D (N + 1))
    (hv : v ⬝ᵥ v = 1) (hDv : D *ᵥ v = v) : IsDensity (D - vecMulVec v v) N := by
  have hPt : (vecMulVec v v)ᵀ = vecMulVec v v := by
    ext i j
    simp only [Matrix.transpose_apply, vecMulVec_apply]
    ring
  have hDP := mul_projector hDv
  have hPD : vecMulVec v v * D = vecMulVec v v := by
    have h := congrArg Matrix.transpose hDP
    rwa [Matrix.transpose_mul, hD.1, hPt] at h
  have hPP : vecMulVec v v * vecMulVec v v = vecMulVec v v := by
    apply mul_projector
    funext i
    have hv' : ∑ k, v k * v k = 1 := hv
    show ∑ k, vecMulVec v v i k * v k = v i
    simp only [vecMulVec_apply, mul_assoc, ← Finset.mul_sum]
    rw [hv', mul_one]
  have htr : (vecMulVec v v).trace = 1 := hv
  refine ⟨by rw [Matrix.transpose_sub, hD.1, hPt], ?_, ?_⟩
  · rw [sub_mul, mul_sub, mul_sub, hD.2.1, hDP, hPD, hPP]
    abel
  · rw [Matrix.trace_sub, hD.2.2, htr]
    push_cast
    ring
```

Q: Which orbitals do you remove?

A: The normalised columns of D, which saves diagonalising it. Let d_k be column k. Since D is symmetric and D² = D,

D d_k = d_k,  |d_k|² = D_kk,  Σ_k d_k d_kᵀ = D.

```lean
/-- Column `k` of a density matrix has squared length `D_kk`, which bounds its squared entries. -/
theorem column_sq {D : Matrix ι ι ℝ} {N : ℕ} (hD : IsDensity D N) (k : ι) :
    ∑ i, D i k ^ 2 = D k k ∧ ∀ i, D i k ^ 2 ≤ D k k := by
  have h : ∑ i, D i k ^ 2 = D k k := by
    have h := congrFun (congrFun hD.2.1 k) k
    rw [Matrix.mul_apply] at h
    refine Eq.trans (Finset.sum_congr rfl fun i _ => ?_) h
    have hs : D i k = D k i := congrFun (congrFun hD.1 k) i
    linear_combination D i k * hs
  refine ⟨h, fun i => le_of_le_of_eq ?_ h⟩
  exact Finset.single_le_sum (f := fun i => D i k ^ 2) (fun _ _ => sq_nonneg _)
    (Finset.mem_univ i)
```

Q: And is the minimum reached?

A: For N ≤ n, yes. The column lengths confine every entry of D to [−1, 1], so the densities form a closed subset of a compact box. Occupying N basis functions shows that the set is not empty, and a continuous energy attains its minimum there.

```lean
/-- For `N` up to the number of basis functions the lowest interaction energy is attained by a
density of `N` electrons. -/
theorem minEnergy_isLeast (g : ι → ι → ι → ι → ℝ) {N : ℕ} (hN : N ≤ Fintype.card ι) :
    IsLeast (energy g '' {D | IsDensity D N}) (minEnergy g N) := by
  classical
  have hclosed : IsClosed {D : Matrix ι ι ℝ | IsDensity D N} :=
    (isClosed_eq continuous_id.matrix_transpose continuous_id).inter
      ((isClosed_eq (continuous_id.matrix_mul continuous_id) continuous_id).inter
        (isClosed_eq continuous_id.matrix_trace continuous_const))
  -- the densities form a closed subset of a box
  have hbox : IsCompact (Set.pi Set.univ fun _ : ι => Set.pi Set.univ fun _ : ι =>
      Set.Icc (-1 : ℝ) 1) :=
    isCompact_univ_pi fun _ => isCompact_univ_pi fun _ => isCompact_Icc
  have hcompact : IsCompact {D : Matrix ι ι ℝ | IsDensity D N} := by
    refine IsCompact.of_isClosed_subset (X := Matrix ι ι ℝ) hbox hclosed ?_
    intro D hD i _ j _
    have h := (column_sq hD j).2 i
    have h1 : D j j ≤ 1 := by nlinarith [(column_sq hD j).2 j]
    constructor <;> nlinarith
  have hcont : Continuous (energy g) :=
    ((continuous_id.matrix_mul
      (meanField g).continuous_of_finiteDimensional).matrix_trace).div_const 2
  -- occupying N basis functions gives a density
  obtain ⟨s, _, hs⟩ := Finset.exists_subset_card_eq (s := (Finset.univ : Finset ι)) (n := N)
    (by simpa using hN)
  have hne : {D : Matrix ι ι ℝ | IsDensity D N}.Nonempty :=
    ⟨Matrix.diagonal fun i => if i ∈ s then 1 else 0, Matrix.diagonal_transpose _,
      by simp [Matrix.diagonal_mul_diagonal], by simp [Matrix.trace_diagonal, hs]⟩
  exact (hcompact.image hcont).isLeast_sInf (hne.image _)
```

A: Now let D be a minimiser for N + 1 electrons. Where D_kk > 0, set v_k = d_k/√D_kk and P_k = v_k v_kᵀ. Removing v_k leaves an N-electron density, so

m_N ≤ m_(N+1) − tr(D F(P_k))/2 − tr(P_k F(D))/2.

Multiply by D_kk and sum over k; zero columns contribute nothing. Since Σ_k D_kk = N + 1 and Σ_k D_kk P_k = D, each trace term sums to E(D) = m_(N+1):

(N + 1) m_N ≤ (N + 1) m_(N+1) − 2 m_(N+1) = (N − 1) m_(N+1).

In the code, `U k` is the unnormalised d_k d_kᵀ = D_kk P_k, `key` is the weighted inequality, and `rcases` separates the zero columns.

```lean
/-- With `N` below the number of basis functions, the lowest interaction energies of `N` and `N + 1`
electrons obey `(N + 1) m_N ≤ (N - 1) m_(N+1)`. -/
theorem minEnergy_step (g : ι → ι → ι → ι → ℝ) {N : ℕ} (hN : N < Fintype.card ι) :
    ((N : ℝ) + 1) * minEnergy g N ≤ ((N : ℝ) - 1) * minEnergy g (N + 1) := by
  obtain ⟨⟨D, hD, hE⟩, _⟩ := minEnergy_isLeast g (N := N + 1) hN
  -- the columns of D are occupied orbitals, and their projectors add up to D
  obtain ⟨U, hU⟩ : ∃ U : ι → Matrix ι ι ℝ,
      ∀ k, U k = vecMulVec (fun i => D i k) (fun i => D i k) := ⟨_, fun _ => rfl⟩
  have hidem : ∀ i j, ∑ k, D i k * D k j = D i j := fun i j => by
    have h := congrFun (congrFun hD.2.1 i) j
    rwa [Matrix.mul_apply] at h
  have hsum : ∑ k, U k = D := by
    ext i j
    rw [Matrix.sum_apply, ← hidem i j]
    refine Finset.sum_congr rfl fun k _ => ?_
    have hs : D j k = D k j := congrFun (congrFun hD.1 k) j
    rw [hU, vecMulVec_apply]
    linear_combination D i k * hs
  -- remove each normalized column in turn, with weight D_kk
  have key : ∀ k, D k k * minEnergy g N ≤ D k k * energy g D
      - (D * meanField g (U k)).trace / 2 - (U k * meanField g D).trace / 2 := by
    intro k
    obtain ⟨hn, hle⟩ := column_sq hD k
    have hk0 : 0 ≤ D k k := (sq_nonneg _).trans (hle k)
    rcases hk0.eq_or_lt with h0 | hk
    · have hz : ∀ i, D i k = 0 := fun i =>
        (pow_eq_zero_iff two_ne_zero).1 (le_antisymm ((hle i).trans h0.ge) (sq_nonneg _))
      have hUz : U k = 0 := by
        ext i j
        simp [hU, vecMulVec_apply, hz]
      simp [hUz, hz k]
    · obtain ⟨c, hc⟩ : ∃ c : ℝ, c * c * D k k = 1 :=
        ⟨(√(D k k))⁻¹, by rw [← mul_inv, Real.mul_self_sqrt hk.le, inv_mul_cancel₀ hk.ne']⟩
      obtain ⟨v, hv, hDv, hUv⟩ : ∃ v : ι → ℝ, v ⬝ᵥ v = 1 ∧ D *ᵥ v = v ∧
          U k = D k k • vecMulVec v v := by
        refine ⟨fun i => c * D i k, ?_, ?_, ?_⟩
        · show ∑ i, c * D i k * (c * D i k) = 1
          rw [← hc, ← hn, Finset.mul_sum]
          exact Finset.sum_congr rfl fun i _ => by ring
        · funext i
          show ∑ l, D i l * (c * D l k) = c * D i k
          rw [← hidem i k, Finset.mul_sum]
          exact Finset.sum_congr rfl fun l _ => by ring
        · ext i j
          simp only [hU, vecMulVec_apply, Matrix.smul_apply, smul_eq_mul]
          linear_combination (-(D i k * D j k)) * hc
      have hm : minEnergy g N ≤ energy g (D - vecMulVec v v) :=
        (minEnergy_isLeast g hN.le).2 ⟨_, remove_orbital hD hv hDv, rfl⟩
      rw [energy_remove] at hm
      simp only [hUv, map_smul, Matrix.mul_smul, Matrix.smul_mul, Matrix.trace_smul, smul_eq_mul]
      linarith [mul_le_mul_of_nonneg_left hm hk.le]
  have h1 : ∑ k, (D * meanField g (U k)).trace / 2 = energy g D := by
    rw [← Finset.sum_div, ← Matrix.trace_sum, ← Finset.mul_sum, ← map_sum (meanField g), hsum]
    rfl
  have h2 : ∑ k, (U k * meanField g D).trace / 2 = energy g D := by
    rw [← Finset.sum_div, ← Matrix.trace_sum, ← Finset.sum_mul, hsum]
    rfl
  have htr : ∑ k, D k k = (N : ℝ) + 1 := by
    have h : ∑ k, D k k = ((N + 1 : ℕ) : ℝ) := hD.2.2
    rw [h, Nat.cast_add, Nat.cast_one]
  have h := Finset.sum_le_sum fun k (_ : k ∈ Finset.univ) => key k
  rw [Finset.sum_sub_distrib, Finset.sum_sub_distrib, h1, h2, ← Finset.sum_mul,
    ← Finset.sum_mul, htr, hE] at h
  linarith
```

A: For N ≥ 2, dividing by (N − 1)N(N + 1) gives

m_N/(N(N − 1)) ≤ m_(N+1)/((N + 1)N).

Lean clears the denominators with `div_le_div_iff₀`. They count ordered pairs; counting each pair once doubles both sides.

```lean
/-- Mean pair energy does not fall: for at least two electrons and `N` below the number of basis
functions, the lowest interaction energy per ordered pair does not decrease from `N` to `N + 1`
electrons. -/
theorem mean_pair_energy_grows (g : ι → ι → ι → ι → ℝ) {N : ℕ} (h2 : 2 ≤ N)
    (hN : N < Fintype.card ι) :
    minEnergy g N / ((N : ℝ) * (N - 1)) ≤ minEnergy g (N + 1) / (((N : ℝ) + 1) * N) := by
  have h2' : (2 : ℝ) ≤ N := by exact_mod_cast h2
  have h0 : (0 : ℝ) < N := by linarith
  have h1 : (0 : ℝ) < N - 1 := by linarith
  rw [div_le_div_iff₀ (by positivity) (by positivity)]
  linarith [mul_le_mul_of_nonneg_left (minEnergy_step g hN) h0.le]

end

end MeanPairEnergy
```

```lean
#print axioms MeanPairEnergy.mean_pair_energy_grows
-- 'MeanPairEnergy.mean_pair_energy_grows' depends on axioms: [propext, Classical.choice, Quot.sound]
```

Q: Where would I meet the removal step in an actual calculation?

A: In a frozen-orbital ionisation. With symmetric integrals the two trace terms are equal, so taking out occupied orbital v_i lowers the interaction energy by v_iᵀ F(D) v_i. For canonical Hartree-Fock orbitals that is the two-electron part of the orbital energy ε_i. Summed over the occupied orbitals, these parts give 2E(D), which is why the sum of orbital energies counts the interaction twice.
